# In the planar Poisson–Boltzmann model, a charged wall with only its counterions has no bulk reference potential

A charged surface in contact with pure solvent releases counterions, and no salt is added. In an electrolyte one would quote the surface potential relative to the bulk solution, where the potential is flat. Here the only mobile ions are those that neutralise the wall, and they thin out with distance. Does the potential still level off to a value that can serve as zero?

In mean-field theory, for a uniformly charged plane bounding a half-space of solvent, it does not. Half of the counterions sit within a fixed distance of the wall, yet the electrostatic energy of a counterion rises logarithmically for ever.

```lean
import Mathlib

open Filter Topology Set

namespace CounterionDoubleLayer

noncomputable section
```

## Potential and density in units of the Gouy–Chapman length

Let $z\ge 0$ be the distance from the wall, $\sigma$ the magnitude of the wall charge per area, $q$ that of the counterion charge, $\varepsilon$ the permittivity and $k_BT$ the thermal energy. The Gouy–Chapman length is $b = 2\varepsilon k_BT/(q\sigma)$; it depends on the wall charge, whereas the Debye length of an electrolyte depends on the bulk ion concentration. The reduced potential is the electrostatic energy of a counterion divided by $k_BT$, so it rises away from the wall whatever the sign of the wall charge. The candidate solution is $\varphi(z) = 2\ln(1+z/b)$, called `potential b z`.

```lean
/-- The reduced potential `2 ln(1 + z/b)` at distance `z ≥ 0` from a charged wall with
Gouy–Chapman length `b > 0`. -/
def potential (b z : ℝ) : ℝ := 2 * Real.log (1 + z / b)
```

The candidate density is $n(z) = b/(z+b)^2$. It is normalised per counterion; the number density in the solvent is $(\sigma/q)\,n(z)$.

```lean
/-- The normalised counterion density `b/(z+b)²`, the fraction of counterions per unit distance, for
`z ≥ 0` and `b > 0`. -/
def density (b z : ℝ) : ℝ := b / (z + b) ^ 2
```

## The boundary-value problem

Let $\psi$ be any reduced potential and $s=\psi'$ its slope. Poisson's equation reads $\psi'' = -(2/b)$ times the normalised density, and the Boltzmann distribution makes that density $e^{-\psi}/b$. Hence
$$\psi'' = -\frac{2}{b^2}e^{-\psi},\qquad \psi(0)=0,\qquad \psi'(0)=\frac{2}{b}.$$
The first wall condition fixes the zero of potential at the surface. The second is Gauss's law for the wall charge, with no electric field behind the wall. The prefactor $1/b$ is the contact density, chosen so that the counterions exactly neutralise the wall.

`IsDoubleLayer b ψ s` collects these four conditions. `HasDerivWithinAt … (Ici 0) z` is the derivative taken within the half-line $z\ge 0$, hence one-sided at the wall.

```lean
/-- The salt-free Poisson–Boltzmann problem on `z ≥ 0`, for `b > 0`: the potential `ψ` has slope
`s`, the slope changes by the counterion charge, and `ψ = 0`, `s = 2/b` at the wall. -/
structure IsDoubleLayer (b : ℝ) (ψ s : ℝ → ℝ) : Prop where
  slope : ∀ z, 0 ≤ z → HasDerivWithinAt ψ (s z) (Ici 0) z
  poisson : ∀ z, 0 ≤ z →
    HasDerivWithinAt s (-(2 / b ^ 2) * Real.exp (-ψ z)) (Ici 0) z
  wall_potential : ψ 0 = 0
  wall_slope : s 0 = 2 / b
```

As a description of a real interface, this structure makes the mean-field approximation: each ion is assumed to respond only to the average potential, which ignores ion size and correlations. It also treats the solvent as a medium of uniform permittivity and the wall charge as evenly smeared out.

An alternative statement would replace the wall slope by the demand that $\psi'\to 0$ far away. The value $2/b$ would then be a consequence, and the proof would have to control the solution at infinity instead of starting from data at the wall.

## The logarithm solves the problem

Since $1+z/b=(z+b)/b$,
$$\frac{e^{-\varphi(z)}}{b} = \frac1b\left(\frac{b}{z+b}\right)^2 = \frac{b}{(z+b)^2} = n(z),$$
so the two definitions are linked by the Boltzmann relation. In Lean, `Real.exp_add` splits the doubled logarithm into two factors and `Real.exp_log` evaluates each.

```lean
/-- For `b > 0` and `z ≥ 0` the density is the Boltzmann factor of the potential, divided
by `b`. -/
theorem boltzmann {b z : ℝ} (hb : 0 < b) (hz : 0 ≤ z) :
    Real.exp (-potential b z) / b = density b z := by
  have hzb : 0 < z + b := by linarith
  have hx : 1 + z / b = (z + b) / b := by
    rw [add_div, div_self hb.ne']; ring
  unfold potential density
  rw [hx, Real.exp_neg, two_mul, Real.exp_add, Real.exp_log (div_pos hzb hb)]
  field_simp
```

The chain rule gives
$$\varphi'(z) = 2\cdot\frac{1/b}{1+z/b} = \frac{2}{z+b}.$$

```lean
lemma hasDerivAt_potential {b z : ℝ} (hb : 0 < b) (hz : 0 ≤ z) :
    HasDerivAt (potential b) (2 / (z + b)) z := by
  have hzb : 0 < z + b := by linarith
  have hx : 1 + z / b = (z + b) / b := by
    rw [add_div, div_self hb.ne']; ring
  have hne : 1 + z / b ≠ 0 := by rw [hx]; exact (div_pos hzb hb).ne'
  have h1 : HasDerivAt (fun y : ℝ => 1 + y / b) (1 / b) z :=
    ((hasDerivAt_id' z).div_const b).const_add 1
  have h2 := (h1.log hne).const_mul 2
  refine h2.congr_deriv ?_
  rw [hx]
  field_simp
```

Differentiating again and using $e^{-\varphi}=b\,n$,
$$\varphi'' = -\frac{2}{(z+b)^2} = -\frac{2}{b^2}\,\frac{b^2}{(z+b)^2} = -\frac{2}{b^2}e^{-\varphi}.$$
At the wall $\varphi(0)=2\ln 1=0$ and $\varphi'(0)=2/b$. The four fields of the structure are filled in turn.

```lean
/-- For `b > 0` the potential `2 ln(1 + z/b)`, with slope `2/(z+b)`, solves the salt-free
Poisson–Boltzmann problem. -/
theorem doubleLayer_witness {b : ℝ} (hb : 0 < b) :
    IsDoubleLayer b (potential b) (fun z => 2 / (z + b)) where
  slope z hz := (hasDerivAt_potential hb hz).hasDerivWithinAt
  poisson z hz := by
    have hzb : z + b ≠ 0 := by linarith
    have e : Real.exp (-potential b z) = b * density b z := by
      rw [← boltzmann hb hz, mul_div_cancel₀ _ hb.ne']
    have h := (hasDerivAt_const z (2 : ℝ)).fun_div ((hasDerivAt_id' z).add_const b) hzb
    refine (h.congr_deriv ?_).hasDerivWithinAt
    rw [e, density]
    simp only [zero_mul, zero_sub, mul_one]
    field_simp
  wall_potential := by simp [potential]
  wall_slope := by simp
```

## Every solution is the logarithm

Two conserved quantities settle uniqueness. Both use the fact that a function whose derivative vanishes on $z\ge 0$ keeps its wall value.

```lean
lemma eq_wall_value {f : ℝ → ℝ} (h : ∀ z, 0 ≤ z → HasDerivWithinAt f 0 (Ici 0) z)
    {z : ℝ} (hz : 0 ≤ z) : f z = f 0 :=
  constant_of_has_deriv_right_zero
    (fun x hx => (h x hx.1).continuousWithinAt.mono (fun _ hy => hy.1))
    (fun x hx => (h x hx.1).mono (Ici_subset_Ici.mpr hx.1)) z ⟨hz, le_rfl⟩
```

The first is the analogue of an energy:
$$\frac{d}{dz}\left(s^2-\frac{4}{b^2}e^{-\psi}\right) = 2ss'+\frac{4}{b^2}s\,e^{-\psi} = -\frac{4}{b^2}s\,e^{-\psi}+\frac{4}{b^2}s\,e^{-\psi}=0.$$
At the wall the bracket is $4/b^2-4/b^2=0$, so $s^2=(4/b^2)e^{-\psi}$ everywhere. The call to `ring` performs the cancellation.

```lean
/-- First integral: at every `z ≥ 0` the squared slope of a solution equals `4/b²` times the
Boltzmann factor. -/
theorem first_integral {b : ℝ} {ψ s : ℝ → ℝ} (h : IsDoubleLayer b ψ s)
    {z : ℝ} (hz : 0 ≤ z) : s z * s z = 4 / b ^ 2 * Real.exp (-ψ z) := by
  have key := eq_wall_value (f := fun y => s y * s y - 4 / b ^ 2 * Real.exp (-ψ y))
    (fun y hy => (((h.poisson y hy).fun_mul (h.poisson y hy)).fun_sub
      ((h.slope y hy).fun_neg.exp.const_mul (4 / b ^ 2))).congr_deriv (by ring)) hz
  simp only [h.wall_potential, h.wall_slope, neg_zero, Real.exp_zero] at key
  linear_combination key
```

Taking a square root would require a choice of sign. The product $s\,e^{\psi/2}$ avoids it:
$$\frac{d}{dz}\left(s\,e^{\psi/2}\right) = e^{\psi/2}\left(s'+\frac{s^2}{2}\right) = e^{\psi/2}\left(-\frac{2}{b^2}e^{-\psi}+\frac{2}{b^2}e^{-\psi}\right)=0.$$
Its wall value is $2/b$. Therefore
$$\frac{d}{dz}e^{\psi/2}=\frac12 s\,e^{\psi/2}=\frac1b,\qquad e^{\psi/2}=1+\frac zb,\qquad \psi=2\ln\left(1+\frac zb\right).$$
In the proof, `h1` is the constancy of the product, `h2` the constancy of $e^{\psi/2}-z/b$, and `h3` the resulting linear law.

```lean
/-- Every solution of the salt-free Poisson–Boltzmann problem equals `2 ln(1 + z/b)`
on `z ≥ 0`. -/
theorem potential_unique {b : ℝ} {ψ s : ℝ → ℝ} (h : IsDoubleLayer b ψ s)
    {z : ℝ} (hz : 0 ≤ z) : ψ z = potential b z := by
  have hexp : ∀ y, 0 ≤ y → HasDerivWithinAt (fun x => Real.exp (ψ x / 2))
      (Real.exp (ψ y / 2) * (s y / 2)) (Ici 0) y :=
    fun y hy => ((h.slope y hy).div_const 2).exp
  -- the slope of exp(ψ/2) is constant
  have h1 : ∀ y, 0 ≤ y → s y * Real.exp (ψ y / 2) = 2 / b := by
    intro y hy
    have key := eq_wall_value (f := fun x => s x * Real.exp (ψ x / 2))
      (fun x hx => ((h.poisson x hx).fun_mul (hexp x hx)).congr_deriv (by
        linear_combination (Real.exp (ψ x / 2) / 2) * first_integral h hx)) hy
    simpa [h.wall_potential, h.wall_slope] using key
  -- hence exp(ψ/2) is linear in the distance
  have h2 := eq_wall_value (f := fun x => Real.exp (ψ x / 2) - x / b)
    (fun x hx => ((hexp x hx).fun_sub
      ((hasDerivAt_id' x).div_const b).hasDerivWithinAt).congr_deriv (by
        linear_combination (1 / 2) * h1 x hx)) hz
  simp only [h.wall_potential, zero_div, Real.exp_zero, sub_zero] at h2
  have h3 : 1 + z / b = Real.exp (ψ z / 2) := by linarith
  rw [potential, h3, Real.log_exp]
  ring
```

## Half the counterions lie within $b$

The density has an elementary antiderivative:
$$\frac{d}{dz}\,\frac{z}{z+b} = \frac{(z+b)-z}{(z+b)^2} = n(z).$$

```lean
lemma hasDerivAt_fraction {b z : ℝ} (hb : 0 < b) (hz : 0 ≤ z) :
    HasDerivAt (fun y => y / (y + b)) (density b z) z := by
  have hzb : z + b ≠ 0 := by linarith
  refine ((hasDerivAt_id' z).fun_div ((hasDerivAt_id' z).add_const b) hzb).congr_deriv ?_
  rw [density]
  congr 1
  ring
```

The density is continuous on $[0,L]$ because $z+b>0$ there, which makes it integrable.

```lean
lemma continuousOn_density {b L : ℝ} (hb : 0 < b) (hL : 0 ≤ L) :
    ContinuousOn (density b) (uIcc 0 L) := by
  rw [uIcc_of_le hL]
  refine ContinuousOn.div continuousOn_const (by fun_prop) (fun x hx => ?_)
  have : 0 < x + b := by linarith [hx.1]
  positivity
```

The fundamental theorem of calculus then gives
$$\int_0^L n(z)\,dz = \frac{L}{L+b},$$
which is $1/2$ at $L=b$.

```lean
/-- For `b > 0` the fraction of counterions within a distance `L ≥ 0` of the wall
is `L/(L+b)`. -/
theorem fraction_within {b L : ℝ} (hb : 0 < b) (hL : 0 ≤ L) :
    ∫ z in (0 : ℝ)..L, density b z = L / (L + b) := by
  rw [intervalIntegral.integral_eq_sub_of_hasDerivAt
    (fun x hx => hasDerivAt_fraction hb (by rw [uIcc_of_le hL] at hx; exact hx.1))
    (continuousOn_density hb hL).intervalIntegrable]
  simp
```

Writing $L/(L+b)=1-b/(L+b)$ shows that the fraction tends to one as $L\to\infty$.

```lean
lemma tendsto_fraction {b : ℝ} (hb : 0 < b) :
    Tendsto (fun L : ℝ => L / (L + b)) atTop (𝓝 1) := by
  have h : Tendsto (fun L : ℝ => b / (L + b)) atTop (𝓝 0) :=
    tendsto_const_nhds.div_atTop (tendsto_atTop_add_const_right atTop b tendsto_id)
  have h' := h.const_sub 1
  rw [sub_zero] at h'
  refine h'.congr' ?_
  filter_upwards [eventually_gt_atTop 0] with L hL
  have : L + b ≠ 0 := by linarith
  rw [eq_div_iff this, sub_mul, div_mul_cancel₀ _ this]
  ring
```

## The first moment grows like a logarithm

For the first moment, differentiate
$$\frac{d}{dz}\,b\left(\frac{\varphi(z)}{2}-\frac{z}{z+b}\right) = b\left(\frac{1}{z+b}-\frac{b}{(z+b)^2}\right) = \frac{bz}{(z+b)^2} = z\,n(z).$$
The bracket vanishes at $z=0$, so
$$M(L)=\int_0^L z\,n(z)\,dz = b\left(\ln\left(1+\frac Lb\right)-\frac{L}{L+b}\right).$$
In the limit $L\ll b$ this reduces to $M(L)\approx L^2/(2b)$, the moment of a uniform layer at the contact density $1/b$.

```lean
/-- For `b > 0` the first moment of the density up to a distance `L ≥ 0` is
`b (ln(1 + L/b) - L/(L+b))`. -/
theorem first_moment {b L : ℝ} (hb : 0 < b) (hL : 0 ≤ L) :
    ∫ z in (0 : ℝ)..L, z * density b z = b * (Real.log (1 + L / b) - L / (L + b)) := by
  have hd : ∀ x ∈ uIcc 0 L, HasDerivAt
      (fun y => b * (potential b y / 2 - y / (y + b))) (x * density b x) x := by
    intro x hx
    rw [uIcc_of_le hL] at hx
    have hxb : x + b ≠ 0 := by linarith [hx.1]
    refine ((((hasDerivAt_potential hb hx.1).div_const 2).fun_sub
      (hasDerivAt_fraction hb hx.1)).const_mul b).congr_deriv ?_
    have e : 2 / (x + b) = 2 * (x + b) / (x + b) ^ 2 := by field_simp
    rw [e, density]
    ring
  rw [intervalIntegral.integral_eq_sub_of_hasDerivAt hd
    (continuousOn_id.mul (continuousOn_density hb hL)).intervalIntegrable]
  simp [potential]
```

For large $L$, split off the logarithm with $\ln(1+L/b)=\ln L+\ln(1/L+1/b)$:
$$\frac{M(L)}{\ln L} = b\left(1+\frac{\ln(1/L+1/b)-L/(L+b)}{\ln L}\right).$$
The numerator tends to $-\ln b-1$ while $\ln L$ diverges, so the ratio tends to $b$. Here $L$ and $b$ are numbers in a common unit of length; a change of unit shifts $\ln L$ by a constant and leaves this law intact.

In Lean, `h1` and `tendsto_fraction` supply the limit of the numerator, and `hs` is the splitting of the logarithm. The identity is used only for $L>1$, where $\ln L$ is positive.

```lean
/-- For `b > 0` the first moment up to `L`, divided by `ln L`, tends to `b` as `L` grows. -/
theorem first_moment_log {b : ℝ} (hb : 0 < b) :
    Tendsto (fun L => (∫ z in (0 : ℝ)..L, z * density b z) / Real.log L) atTop (𝓝 b) := by
  have h1 : Tendsto (fun L : ℝ => Real.log (L⁻¹ + b⁻¹)) atTop (𝓝 (Real.log (0 + b⁻¹))) :=
    (tendsto_inv_atTop_zero.add_const b⁻¹).log (by simp [hb.ne'])
  have h2 := (((h1.sub (tendsto_fraction hb)).div_atTop
    Real.tendsto_log_atTop).const_add 1).const_mul b
  rw [add_zero, mul_one] at h2
  refine h2.congr' ?_
  filter_upwards [eventually_gt_atTop 1] with L hL
  have hL0 : 0 < L := by linarith
  have hl : Real.log L ≠ 0 := (Real.log_pos hL).ne'
  -- split off ln L; the remainder stays bounded
  have hs : Real.log (1 + L / b) = Real.log L + Real.log (L⁻¹ + b⁻¹) := by
    rw [← Real.log_mul hL0.ne' (by positivity), mul_add, mul_inv_cancel₀ hL0.ne',
      div_eq_mul_inv]
  rw [first_moment hb hL0.le, hs, eq_div_iff hl]
  have hc := div_mul_cancel₀ (Real.log (L⁻¹ + b⁻¹) - L / (L + b)) hl
  linear_combination b * hc
```

## No plateau for any solution

The last theorem takes $b>0$ and an arbitrary solution $\psi$, with density $e^{-\psi}/b$, and states four things:

- the density integrates to one over $z>0$;
- its integral from $0$ to $b$ is $1/2$;
- its first moment up to $L$, divided by $\ln L$, tends to $b$;
- $\psi(z)\to+\infty$ as $z\to\infty$, written `Tendsto ψ atTop atTop`.

The fourth excludes a finite bulk potential. The third means that the mean distance of a counterion from the wall is infinite, although the median distance is $b$.

The proof first combines uniqueness with the Boltzmann relation: `hn` says that $e^{-\psi}/b=n$ on $z\ge 0$. The first three parts then follow from the integrals above. For the fourth, $1+z/b$ grows without bound, hence so does twice its logarithm, which equals $\psi$.

```lean
/-- For `b > 0` and any solution `ψ` of the salt-free problem, the counterion density `exp(-ψ)/b`
integrates to one with half its weight within `b`, its first moment up to `L` divided by `ln L`
tends to `b`, and `ψ` grows without bound far from the wall. -/
theorem no_bulk_reference {b : ℝ} (hb : 0 < b) {ψ s : ℝ → ℝ} (h : IsDoubleLayer b ψ s) :
    (∫ z in Ioi (0 : ℝ), Real.exp (-ψ z) / b) = 1 ∧
    (∫ z in (0 : ℝ)..b, Real.exp (-ψ z) / b) = 1 / 2 ∧
    Tendsto (fun L => (∫ z in (0 : ℝ)..L, z * (Real.exp (-ψ z) / b)) / Real.log L)
      atTop (𝓝 b) ∧
    Tendsto ψ atTop atTop := by
  have hn : ∀ z, 0 ≤ z → Real.exp (-ψ z) / b = density b z := fun z hz => by
    rw [potential_unique h hz, boltzmann hb hz]
  refine ⟨?_, ?_, ?_, ?_⟩
  · rw [MeasureTheory.setIntegral_congr_fun measurableSet_Ioi
      (fun z hz => hn z (le_of_lt hz)),
      MeasureTheory.integral_Ioi_of_hasDerivAt_of_nonneg'
        (fun x hx => hasDerivAt_fraction hb hx)
        (fun x _ => div_nonneg hb.le (sq_nonneg (x + b))) (tendsto_fraction hb)]
    simp
  · rw [intervalIntegral.integral_congr (g := density b)
      (fun z hz => hn z (by rw [uIcc_of_le hb.le] at hz; exact hz.1)),
      fraction_within hb hb.le, ← two_mul, div_eq_div_iff (by positivity) two_ne_zero]
    ring
  · refine (first_moment_log hb).congr' ?_
    filter_upwards [eventually_ge_atTop 0] with L hL
    congr 1
    refine intervalIntegral.integral_congr (fun z hz => ?_)
    rw [uIcc_of_le hL] at hz
    simp only [hn z hz.1]
  · have hlin : Tendsto (fun z : ℝ => 1 + z / b) atTop atTop :=
      tendsto_atTop_add_const_left _ 1 (tendsto_id.atTop_div_const hb)
    refine ((Real.tendsto_log_atTop.comp hlin).const_mul_atTop two_pos).congr' ?_
    filter_upwards [eventually_ge_atTop 0] with z hz
    exact (potential_unique h hz).symm

end

end CounterionDoubleLayer
```

For simulations of a charged slab with counterions only, this half-space mean-field result is a caution against reading the potential at the far edge of the cell as a bulk value. The potential at the wall, or at a stated distance from it, remains a well-defined reference.

```lean
#print axioms CounterionDoubleLayer.no_bulk_reference
```

```
'CounterionDoubleLayer.no_bulk_reference' depends on axioms: [propext, Classical.choice, Quot.sound]
```
